# A positive semidefinite electron-repulsion matrix stays so without its small-small block exactly when its large-small block is zero

In a four-component basis built from real functions, products of two large-component functions give large pair densities Λ_i(r), and products of two small-component functions give small pair densities σ_j(r). Their Coulomb integrals form a real matrix with three independent blocks:

A_ii' = (Λ_i|Λ_i'),  B_ij = (Λ_i|σ_j),  C_jj' = (σ_j|σ_j')

G = [[A, B], [Bᵀ, C]]

A charge density is represented by a real coefficient vector q = (a, b), with a for its large part and b for its small part. Its Coulomb self-energy is ½ qᵀGq. "Positive semidefinite" means that G is symmetric and that no q has negative self-energy. For actual Coulomb integrals this holds because the kernel 1/|r − r'| is positive definite (its Fourier transform is positive), which does not follow from its values being positive; here it is a hypothesis on G, and the integrals themselves do not appear.

Neglecting the small-small integrals means replacing C by zero, a known approximation in Dirac-Coulomb calculations. For a finite real matrix G, the theorems below say when this preserves positivity, and hence when a Cholesky decomposition of the integrals can survive it.

## The matrix and its energy in Lean

```lean
import Mathlib

open Matrix

namespace SmallSmallNeglect

noncomputable section

variable {m n : Type*} [Fintype m] [Fintype n]
```

The index types `m` and `n` label the large and the small pair densities. Both are finite, of any size, and may even be empty.

```lean
/-- The electron-repulsion matrix on large and small pair densities, with large-large block `A`,
large-small block `B` and small-small block `C`. -/
def eri (A : Matrix m m ℝ) (B : Matrix m n ℝ) (C : Matrix n n ℝ) : Matrix (m ⊕ n) (m ⊕ n) ℝ :=
  Matrix.fromBlocks A B Bᵀ C
```

`eri A B C` is the matrix G. Its rows and columns are labelled by `m ⊕ n`, the disjoint union of the two label sets: a label is either `Sum.inl i`, a large density, or `Sum.inr j`, a small one. The lower left block is always Bᵀ, so the coupling between the two sets is symmetric by construction. Symmetry of A and C is not built in.

```lean
/-- The Coulomb self-energy `½ qᵀ G q` of the density with expansion coefficients `q`, for the
repulsion matrix `G`. -/
def selfEnergy {k : Type*} [Fintype k] (G : Matrix k k ℝ) (q : k → ℝ) : ℝ :=
  1 / 2 * (q ⬝ᵥ (G *ᵥ q))
```

`selfEnergy G q` is ½ qᵀGq. The symbol `*ᵥ` is a matrix acting on a column vector, and `⬝ᵥ` is the dot product. The definition accepts any finite label set `k`, not only the large-small union.

## Positivity as a statement about energies

```lean
/-- A real repulsion matrix is positive semidefinite exactly when it is symmetric and no density
has negative self-energy. -/
theorem posSemidef_iff_selfEnergy {k : Type*} [Fintype k] (G : Matrix k k ℝ) :
    G.PosSemidef ↔ Gᵀ = G ∧ ∀ q, 0 ≤ selfEnergy G q := by
  have hs : ∀ q : k → ℝ, star q = q := fun q => by ext i; simp
  have ht : G.IsHermitian ↔ Gᵀ = G := by
    rw [Matrix.IsHermitian, Matrix.conjTranspose_eq_transpose_of_trivial]
  rw [Matrix.posSemidef_iff_dotProduct_mulVec, ht]
  constructor
  · rintro ⟨h1, h2⟩
    refine ⟨h1, fun q => ?_⟩
    have h := h2 q
    rw [hs] at h
    unfold selfEnergy
    linarith
  · rintro ⟨h1, h2⟩
    refine ⟨h1, fun q => ?_⟩
    have h := h2 q
    unfold selfEnergy at h
    rw [hs]
    linarith
```

In the Lean theorems here, the assumptions stand in brackets after the name, the claim follows the first colon outside those brackets, and the proof comes after `:=`. The claim here is that Mathlib's `PosSemidef` has the physical meaning given above:

G is positive semidefinite ⇔ Gᵀ = G and ½ qᵀGq ≥ 0 for every q.

Mathlib's notion also serves complex matrices, so it speaks of Hermitian matrices and conjugated vectors. For real numbers conjugation does nothing; `hs` and `ht` record this for vectors and for the matrix. What remains is that qᵀGq and half of it have the same sign, which `linarith`, a tactic for linear inequalities, settles in both directions.

## The energy of a density with two parts

```lean
/-- The self-energy of a large density `a` plus a small density `b` is the sum of the large-large,
large-small and small-small contributions. -/
theorem selfEnergy_blocks (A : Matrix m m ℝ) (B : Matrix m n ℝ) (C : Matrix n n ℝ)
    (a : m → ℝ) (b : n → ℝ) :
    selfEnergy (eri A B C) (Sum.elim a b) =
      1 / 2 * (a ⬝ᵥ (A *ᵥ a)) + a ⬝ᵥ (B *ᵥ b) + 1 / 2 * (b ⬝ᵥ (C *ᵥ b)) := by
  -- the two off-diagonal blocks contribute equally
  have h : b ⬝ᵥ (Bᵀ *ᵥ a) = a ⬝ᵥ (B *ᵥ b) := by
    rw [Matrix.mulVec_transpose, dotProduct_comm, ← Matrix.dotProduct_mulVec]
  have hsplit : Sum.elim a b ⬝ᵥ (Matrix.fromBlocks A B Bᵀ C *ᵥ Sum.elim a b) =
      a ⬝ᵥ (A *ᵥ a + B *ᵥ b) + b ⬝ᵥ (Bᵀ *ᵥ a + C *ᵥ b) := by
    rw [Matrix.fromBlocks_mulVec]
    simp only [dotProduct, Fintype.sum_sum_type, Sum.elim_inl, Sum.elim_inr,
      Sum.elim_comp_inl, Sum.elim_comp_inr]
  unfold selfEnergy eri
  rw [hsplit, dotProduct_add, dotProduct_add, h]
  ring
```

`Sum.elim a b` is the combined vector (a, b). By hand, the matrix acts as

G(a, b) = (Aa + Bb, Bᵀa + Cb),

and therefore

(a, b)ᵀG(a, b) = aᵀAa + aᵀBb + bᵀBᵀa + bᵀCb.

The two middle terms are the same number, since a number equals its own transpose: bᵀBᵀa = (aᵀBb)ᵀ = aᵀBb. Halving gives

E(a, b) = ½ aᵀAa + aᵀBb + ½ bᵀCb.

In the proof, `h` is the equality of the middle terms and `hsplit` is the block multiplication. The final `ring` collects the terms.

```lean
/-- Schwarz inequality: in a positive semidefinite repulsion matrix the squared large-small
repulsion is at most the product of the large-large and small-small self-repulsions. -/
theorem schwarz {A : Matrix m m ℝ} {B : Matrix m n ℝ} {C : Matrix n n ℝ}
    (hG : (eri A B C).PosSemidef) (a : m → ℝ) (b : n → ℝ) :
    (a ⬝ᵥ (B *ᵥ b)) ^ 2 ≤ (a ⬝ᵥ (A *ᵥ a)) * (b ⬝ᵥ (C *ᵥ b)) := by
  have hpos := ((posSemidef_iff_selfEnergy _).1 hG).2
  -- the energy is a nonnegative quadratic polynomial in the amplitude of `b`
  have hq : ∀ t : ℝ, 0 ≤ 1 / 2 * (b ⬝ᵥ (C *ᵥ b)) * (t * t) + (a ⬝ᵥ (B *ᵥ b)) * t
      + 1 / 2 * (a ⬝ᵥ (A *ᵥ a)) := by
    intro t
    have h := hpos (Sum.elim a (t • b))
    rw [selfEnergy_blocks] at h
    simp only [Matrix.mulVec_smul, dotProduct_smul, smul_dotProduct, smul_eq_mul] at h
    linarith
  have hd := discrim_le_zero hq
  unfold discrim at hd
  linarith
```

This is the Schwarz inequality for the repulsion between a large and a small density:

(aᵀBb)² ≤ (aᵀAa)(bᵀCb).

To derive it, scale the small part by a real amplitude t. The energy becomes a quadratic polynomial in t,

E(a, tb) = ½ (bᵀCb) t² + (aᵀBb) t + ½ aᵀAa,

which is nonnegative for every t because G is positive semidefinite. Its discriminant therefore cannot be positive:

(aᵀBb)² − 4 · ½ (bᵀCb) · ½ (aᵀAa) ≤ 0.

This is the claim. In Lean, `hq` is the nonnegativity of the polynomial and `discrim_le_zero` is the step to the discriminant. That lemma also handles bᵀCb = 0, where the polynomial is at most linear and can stay nonnegative only if its slope is zero.

The later proofs do not call this inequality, but it shows what goes wrong. With C = 0 the right-hand side is zero, so a positive semidefinite matrix would need aᵀBb = 0 for all a and b, that is, B = 0.

## Energies without a lower bound

```lean
/-- Without small-small integrals, a large density `a` that interacts with the small densities
can be supplemented by a small density so that the self-energy takes any prescribed value `E`. -/
theorem selfEnergy_arbitrary (A : Matrix m m ℝ) (B : Matrix m n ℝ) (a : m → ℝ)
    (ha : a ᵥ* B ≠ 0) (E : ℝ) :
    ∃ b : n → ℝ, selfEnergy (eri A B 0) (Sum.elim a b) = E := by
  have hv : (a ᵥ* B) ⬝ᵥ (a ᵥ* B) ≠ 0 := fun h => ha (dotProduct_self_eq_zero.mp h)
  -- the energy is affine along the direction `a ᵥ* B`
  refine ⟨((E - 1 / 2 * (a ⬝ᵥ (A *ᵥ a))) / ((a ᵥ* B) ⬝ᵥ (a ᵥ* B))) • (a ᵥ* B), ?_⟩
  rw [selfEnergy_blocks, Matrix.zero_mulVec, dotProduct_zero, Matrix.dotProduct_mulVec a B,
    dotProduct_smul, smul_eq_mul, div_mul_cancel₀ _ hv]
  ring
```

The `0` in `eri A B 0` is the neglected small-small block. The expression `a ᵥ* B` is the row vector v = aᵀB, with entries v_j = Σ_i a_i B_ij: the repulsion between the large density a and each small density. The hypothesis `ha` says that v is not zero. The theorem then finds, for any real number E, a small part b for which the total energy is exactly E.

Without C the quadratic term in b is gone, and the energy is

½ aᵀAa + v·b.

Choose b along v, b = s v. The energy is then ½ aᵀAa + s (v·v), and v·v > 0 because v is a nonzero real vector. Solving for s gives

s = (E − ½ aᵀAa) / (v·v).

The proof supplies this b in the `refine` line, after `hv` has established that the denominator is not zero. The rewriting that follows inserts b into the block formula and cancels v·v.

Since E is arbitrary, the energy is unbounded below over coefficient vectors. This does not by itself imply collapse of an SCF calculation, where the density comes from a fixed number of electrons in normalised orbitals and cannot have arbitrary coefficients.

```lean
/-- If the large-small block is nonzero, then without the small-small integrals some density has
negative Coulomb self-energy. -/
theorem exists_negative_selfEnergy (A : Matrix m m ℝ) {B : Matrix m n ℝ} (hB : B ≠ 0) :
    ∃ q : m ⊕ n → ℝ, selfEnergy (eri A B 0) q < 0 := by
  classical
  have hex : ∃ i j, B i j ≠ 0 := by
    by_contra h
    push Not at h
    exact hB (by ext i j; exact h i j)
  obtain ⟨i, j, hij⟩ := hex
  -- a single large pair density with a nonzero large-small integral suffices
  have ha : (fun k => if k = i then (1 : ℝ) else 0) ᵥ* B ≠ 0 := fun h =>
    hij (by simpa [Matrix.vecMul, dotProduct] using congrFun h j)
  obtain ⟨b, hb⟩ := selfEnergy_arbitrary A B _ ha (-1)
  exact ⟨_, by rw [hb]; norm_num⟩
```

If B is not zero, some density has negative self-energy once C has been removed. A nonzero matrix has a nonzero entry B_ij. Take for a the single large pair density i, with coefficient 1 there and 0 elsewhere. Then aᵀB is row i of B, which is nonzero because its entry j is. The previous theorem with E = −1 provides the small part.

The proof has the same order: `hex` finds the entry, `ha` shows that the row is nonzero, and `selfEnergy_arbitrary` is applied with the value `-1`. Nothing is assumed about A, so no large-large repulsion, however strong, prevents the negative energy.

The condition B ≠ 0 is mild in practice. The squared modulus of a basis function is a nonnegative charge density, and two such densities, neither of them zero, repel each other with strictly positive energy. One of each kind among the pair densities therefore already gives a nonzero entry of B.

## When the truncated matrix remains positive semidefinite

```lean
/-- For a positive semidefinite repulsion matrix, replacing the small-small block by zero keeps it
positive semidefinite if and only if the large-small block vanishes. -/
theorem neglect_posSemidef_iff {A : Matrix m m ℝ} {B : Matrix m n ℝ} {C : Matrix n n ℝ}
    (hG : (eri A B C).PosSemidef) : (eri A B 0).PosSemidef ↔ B = 0 := by
  constructor
  · intro h
    by_contra hB
    obtain ⟨q, hq⟩ := exists_negative_selfEnergy A hB
    exact absurd (((posSemidef_iff_selfEnergy _).1 h).2 q) (not_le_of_gt hq)
  · rintro rfl
    obtain ⟨hsym, hpos⟩ := (posSemidef_iff_selfEnergy _).1 hG
    refine (posSemidef_iff_selfEnergy _).2 ⟨?_, fun q => ?_⟩
    · ext (i | i) (j | j)
      · exact congrFun (congrFun hsym (Sum.inl i)) (Sum.inl j)
      all_goals simp [eri]
    · -- only the large part of the density carries energy
      have hA := hpos (Sum.elim (q ∘ Sum.inl) 0)
      rw [← Sum.elim_comp_inl_inr q, selfEnergy_blocks]
      rw [selfEnergy_blocks] at hA
      simp only [Matrix.mulVec_zero, Matrix.zero_mulVec, dotProduct_zero, mul_zero,
        add_zero] at hA ⊢
      exact hA
```

This is the result in the title. Assume that the full matrix [[A, B], [Bᵀ, C]] is positive semidefinite (`hG`). Then

[[A, B], [Bᵀ, 0]] is positive semidefinite ⇔ B = 0.

From left to right, suppose that the truncated matrix is positive semidefinite but B ≠ 0. The previous theorem gives a density of negative self-energy, which is a contradiction. In Lean, `by_contra hB` introduces the assumption B ≠ 0 and `absurd` closes the argument.

From right to left, let B = 0. The truncated matrix is symmetric because its large-large block is inherited from the symmetric G and its other blocks are zero. Its energy for (a, b) is

½ aᵀAa + 0 + 0,

which is the energy of (a, 0) in the full matrix, and this is nonnegative by assumption. The proof calls that inequality `hA`; `q ∘ Sum.inl` is the large part of q.

Only the second direction uses `hG`, and all it takes from it is that A is positive semidefinite. Without that condition, which actual Coulomb integrals always meet, the direction fails already for 1 × 1 blocks: with A = (−1), B = (0) and C = (0), the truncated matrix gives the density (1, 0) the energy −½ although B = 0.

The theorem concerns the sign of the energy and not the size of the error. It gives no estimate of how much a molecular energy changes when the small-small integrals are left out, and it does not treat schemes that replace them by an approximate nonzero block.

## Consequences for Cholesky decomposition

```lean
/-- If the large-small block is nonzero, the repulsion matrix without small-small integrals has no
Cholesky factorization `L Lᵀ`, whatever the number of Cholesky vectors. -/
theorem no_cholesky {r : Type*} [Fintype r] (A : Matrix m m ℝ) {B : Matrix m n ℝ} (hB : B ≠ 0)
    (L : Matrix (m ⊕ n) r ℝ) : L * Lᵀ ≠ eri A B 0 := by
  intro hL
  have h := Matrix.posSemidef_self_mul_conjTranspose L
  rw [Matrix.conjTranspose_eq_transpose_of_trivial, hL] at h
  obtain ⟨q, hq⟩ := exists_negative_selfEnergy A hB
  exact absurd (((posSemidef_iff_selfEnergy _).1 h).2 q) (not_le_of_gt hq)
```

Here `L` is a real matrix with one row for each pair density and one column for each Cholesky vector; the label set `r` of the columns is any finite set. The theorem says that LLᵀ is never equal to the truncated matrix when B ≠ 0. The reason is that a factorised matrix has only nonnegative energies:

½ qᵀLLᵀq = ½ |Lᵀq|² ≥ 0,

whereas the truncated matrix has a negative one. Mathlib's `posSemidef_self_mul_conjTranspose` provides the positivity of the product. No triangular shape is required of L, so neither reordering the pair densities nor adding vectors helps. The theorem rules out an exact factorisation; it does not say at which step a particular pivoted algorithm with a finite threshold would meet the problem.

## One large and one small density

```lean
/-- One large and one small pair density with all integrals equal to one: the full matrix is
positive semidefinite, but without the small-small integral the density `(1, -1)` has
self-energy `-1/2`. -/
theorem neglect_witness :
    (eri !![(1 : ℝ)] !![(1 : ℝ)] !![(1 : ℝ)]).PosSemidef ∧
      selfEnergy (eri !![(1 : ℝ)] !![(1 : ℝ)] 0) (Sum.elim ![1] ![-1]) = -1 / 2 := by
  constructor
  · refine (posSemidef_iff_selfEnergy _).2 ⟨?_, fun q => ?_⟩
    · ext (i | i) (j | j) <;> fin_cases i <;> fin_cases j <;> simp [eri]
    · -- the self-energy is half the square of the sum of the two coefficients
      have key : selfEnergy (eri !![(1 : ℝ)] !![(1 : ℝ)] !![(1 : ℝ)]) q =
          1 / 2 * (q (Sum.inl 0) + q (Sum.inr 0)) ^ 2 := by
        simp [selfEnergy, eri, dotProduct, Matrix.mulVec, Fintype.sum_sum_type]
        ring
      rw [key]
      positivity
  · rw [selfEnergy_blocks]
    norm_num [dotProduct, Matrix.mulVec]

end

end SmallSmallNeglect
```

The notation `!![(1 : ℝ)]` is a 1 × 1 matrix with entry 1, and `![1]` is a vector with one component. With all integrals equal to one, the full matrix gives

½ (q₁ + q₂)² ≥ 0,

where q₁ is the large and q₂ the small coefficient. The proof states this as `key`, and `positivity` recognises the square. For (1, −1) this energy is zero. After the small-small integral has been removed, the same density has

½ · 1 − 1 + 0 = −½,

or −¼ for the normalised coefficient vector (1, −1)/√2.

The Cholesky recursion shows the same failure in numbers. For [[1, 1], [1, 0]] it gives L₁₁ = 1 and L₂₁ = 1, and then asks for L₂₂² = 0 − 1 = −1, which no real L₂₂ satisfies.

```lean
#print axioms SmallSmallNeglect.schwarz
#print axioms SmallSmallNeglect.neglect_posSemidef_iff
#print axioms SmallSmallNeglect.no_cholesky
```

```
'SmallSmallNeglect.schwarz' depends on axioms: [propext, Classical.choice, Quot.sound]
'SmallSmallNeglect.neglect_posSemidef_iff' depends on axioms: [propext, Classical.choice, Quot.sound]
'SmallSmallNeglect.no_cholesky' depends on axioms: [propext, Classical.choice, Quot.sound]
```
